# The Liechtenstein interaction energy is unchanged when the density matrix and the interaction tensor are rotated together

## Two electrons in three orbitals

Take three orbitals, numbered 0, 1 and 2, and electrons of one spin. Let the only interaction be a repulsion of unit strength between orbitals 0 and 1. With density matrix n, the mean-field energy is

E = n_00 n_11 − n_01 n_10.

If orbitals 0 and 1 are filled, n = diag(1, 1, 0) and E = 1. Now exchange the labels of orbitals 1 and 2, which is an orthogonal change of basis. The density matrix becomes diag(1, 0, 1), and the formula above gives E = 0, although nothing physical has happened.

The error lies in the formula, which still places the repulsion between orbitals 0 and 1. In the new labels it acts between 0 and 2, so the energy reads

E = n_00 n_22 − n_02 n_20,

and its value is again 1. The change in the interaction compensates the change in the density matrix.

Three orbitals are needed to see this. With two, the same-spin energy is a constant times det n, which a rotation of n leaves alone.

## The energy and the change of basis

For a general interaction tensor U_abcd the same-spin energy is

E(U, n) = ½ Σ_abcd U_abcd (n_ac n_bd − n_ad n_bc).

Here a and b are bra orbitals, c and d are ket orbitals, and n_ac is the expectation value of "create in a, annihilate in c". The first product is the direct term and the second is exchange.

Let the new orbitals be φ'_a = Σ_p W_ap φ_p with W unitary. Bra indices then transform with the complex conjugate of W and ket indices with W itself:

U'_abcd = Σ_pqrs conj(W_ap) conj(W_bq) W_cr W_ds U_pqrs

n' = W n W†

The claim is E(U', n') = E(U, n). For real orbitals W is an orthogonal matrix O, the conjugations disappear, and n' = O n Oᵀ.

In the Liechtenstein form of DFT+U, this energy is the same-spin part of the interaction term for a localised shell; the direct repulsion between opposite spins is added to it. Within this mean-field model of a finite shell, the result says that the choice of local axes does not affect the interaction energy, provided the tensor is turned with them.

## What the Lean statement says

The finite type `ι` labels the orbitals, and `𝕜` is the real or the complex numbers. A `Tensor4 ι 𝕜` is any function of four orbital indices, `rotate W U` is U', and `energy U n` is E(U, n). The theorem `energy_rotate` assumes `Wᴴ * W = 1`, which says that the new orbitals are orthonormal if the old ones are, and concludes

`energy (rotate W U) (W * n * Wᴴ) = energy U n`.

Reflections and permutations count as rotations here. No symmetry of U is required, and n need be neither Hermitian nor idempotent.

`energy_orthogonal` is the real case, with the transformed tensor written out in full. `spinEnergy_rotate` treats both spins: `spinEnergy` adds the direct term between opposite spins to the two same-spin energies, and both spin density matrices are rotated by the same W.

The transformation law of U is a definition. It describes matrix elements of one fixed interaction in two bases; whether a screened interaction computed separately in each basis obeys it is a question about that computation. The double-counting correction of DFT+U is not part of the energy, and density matrices that mix the two spins are not treated.

## The derivation

Start with the direct contraction of two density matrices n and m,

H(U; n, m) = Σ_abcd U_abcd n_ac m_bd.

Insert the rotated tensor and do the sums over a, b, c, d first. They separate into two factors:

H(U'; n, m) = Σ_pqrs U_pqrs [Σ_ac conj(W_ap) n_ac W_cr] [Σ_bd conj(W_bq) m_bd W_ds]

The brackets are matrix elements of W† n W and W† m W, so

H(U'; n, m) = H(U; W† n W, W† m W).

This holds for any square matrix W. Unitarity enters when the density matrices are rotated as well:

W† (W n W†) W = (W† W) n (W† W) = n,

and likewise for m. Hence H(U'; n', m') = H(U; n, m).

The exchange contraction is

X(U; n, m) = Σ_abcd U_abcd n_ad m_bc.

Define Ũ_abcd = U_abdc, the tensor with its ket indices swapped. Renaming c and d gives X(U; n, m) = H(Ũ; n, m). Swapping also commutes with rotating. The swapped form of U' is

U'_abdc = Σ_pqrs conj(W_ap) conj(W_bq) W_dr W_cs U_pqrs,

and renaming r and s turns this into

Σ_pqrs conj(W_ap) conj(W_bq) W_cr W_ds U_pqsr,

which is the rotated form of Ũ. The result for H, applied to Ũ, therefore gives X(U'; n', m') = X(U; n, m).

Finally,

E(U, n) = ½ [H(U; n, n) − X(U; n, n)],

and both terms are invariant. The energy of both spins is a sum of H and E terms, so it is invariant too.

## An interaction that looks the same in every basis

Consider the tensor

U_abcd = u δ_ac δ_bd + j δ_ad δ_bc,

where u is a direct repulsion and j an exchange coupling, each the same for all pairs of orbitals. In the u term the deltas set c = a and d = b; in the j term they set c = b and d = a, which reverses the sign of the bracket. Hence

E = ½ Σ_ab (u − j)(n_aa n_bb − n_ab n_ba) = (u − j)/2 · [(tr n)² − tr n²].

Both traces are unchanged when n becomes W n W†. For this interaction, rotating n alone does no harm, in contrast to the pair repulsion of the opening example.

## The Lean file

```lean
import Mathlib

open Matrix

namespace LiechtensteinInvariance

noncomputable section

variable {ι 𝕜 : Type*} [Fintype ι] [DecidableEq ι] [RCLike 𝕜]

/-- An on-site interaction tensor `U a b c d`, with bra orbitals `a, b` and ket orbitals `c, d`. -/
abbrev Tensor4 (ι 𝕜 : Type*) := ι → ι → ι → ι → 𝕜

/-- The interaction tensor in the rotated orbital basis: bra indices transform with the
conjugate of `W`, ket indices with `W`. -/
def rotate (W : Matrix ι ι 𝕜) (U : Tensor4 ι 𝕜) : Tensor4 ι 𝕜 := fun a b c d =>
  ∑ p, ∑ q, ∑ r, ∑ s, star (W a p) * star (W b q) * W c r * W d s * U p q r s

/-- The direct (Hartree) contraction of the interaction with two density matrices. -/
def hartree (U : Tensor4 ι 𝕜) (n m : Matrix ι ι 𝕜) : 𝕜 :=
  ∑ a, ∑ b, ∑ c, ∑ d, U a b c d * (n a c * m b d)

/-- The exchange contraction of the interaction with two density matrices. -/
def exchange (U : Tensor4 ι 𝕜) (n m : Matrix ι ι 𝕜) : 𝕜 :=
  ∑ a, ∑ b, ∑ c, ∑ d, U a b c d * (n a d * m b c)

/-- The Liechtenstein interaction energy of electrons of one spin with density matrix `n`. -/
def energy (U : Tensor4 ι 𝕜) (n : Matrix ι ι 𝕜) : 𝕜 :=
  1 / 2 * ∑ a, ∑ b, ∑ c, ∑ d, U a b c d * (n a c * n b d - n a d * n b c)

/-- The Liechtenstein interaction energy of both spins: the direct term between opposite spins
and the energy within each spin. -/
def spinEnergy (U : Tensor4 ι 𝕜) (nUp nDown : Matrix ι ι 𝕜) : 𝕜 :=
  1 / 2 * (hartree U nUp nDown + hartree U nDown nUp) + energy U nUp + energy U nDown

omit [DecidableEq ι] in
/-- Sums over four old and four new orbital indices may be exchanged. -/
theorem sum_four_comm (F : ι → ι → ι → ι → ι → ι → ι → ι → 𝕜) :
    ∑ a, ∑ b, ∑ c, ∑ d, ∑ p, ∑ q, ∑ r, ∑ s, F a b c d p q r s =
      ∑ p, ∑ q, ∑ r, ∑ s, ∑ a, ∑ b, ∑ c, ∑ d, F a b c d p q r s := by
  have h := Finset.sum_comm (s := (Finset.univ : Finset (ι × ι × ι × ι)))
    (t := (Finset.univ : Finset (ι × ι × ι × ι)))
    (f := fun x y => F x.1 x.2.1 x.2.2.1 x.2.2.2 y.1 y.2.1 y.2.2.1 y.2.2.2)
  simpa only [Fintype.sum_prod_type] using h

omit [DecidableEq ι] in
/-- Transforming the interaction tensor by any matrix `W` has the same effect on the direct
energy as transforming both density matrices to `Wᴴ n W` and `Wᴴ m W`. -/
theorem hartree_pullback (W : Matrix ι ι 𝕜) (U : Tensor4 ι 𝕜) (n m : Matrix ι ι 𝕜) :
    hartree (rotate W U) n m = hartree U (Wᴴ * n * W) (Wᴴ * m * W) := by
  have entry : ∀ (k : Matrix ι ι 𝕜) (p r : ι),
      (Wᴴ * k * W) p r = ∑ a, ∑ c, star (W a p) * k a c * W c r := by
    intro k p r
    simp only [Matrix.mul_apply, Matrix.conjTranspose_apply, Finset.sum_mul]
    exact Finset.sum_comm
  simp only [hartree, rotate, Finset.sum_mul]
  rw [sum_four_comm]
  refine Finset.sum_congr rfl fun p _ => Finset.sum_congr rfl fun q _ =>
    Finset.sum_congr rfl fun r _ => Finset.sum_congr rfl fun s _ => ?_
  -- the sums over the new indices factor into two matrix products
  rw [entry n p r, entry m q s]
  simp only [Finset.sum_mul_sum]
  simp only [Finset.mul_sum]
  refine Finset.sum_congr rfl fun a _ => Finset.sum_congr rfl fun b _ =>
    Finset.sum_congr rfl fun c _ => Finset.sum_congr rfl fun d _ => ?_
  ring

/-- The direct contraction is unchanged when the interaction tensor and both density matrices are
transformed by the same unitary rotation of the orbitals. -/
theorem hartree_rotate {W : Matrix ι ι 𝕜} (hW : Wᴴ * W = 1) (U : Tensor4 ι 𝕜)
    (n m : Matrix ι ι 𝕜) :
    hartree (rotate W U) (W * n * Wᴴ) (W * m * Wᴴ) = hartree U n m := by
  have undo : ∀ k : Matrix ι ι 𝕜, Wᴴ * (W * k * Wᴴ) * W = k := by
    intro k
    calc Wᴴ * (W * k * Wᴴ) * W = (Wᴴ * W) * k * (Wᴴ * W) := by
          simp only [Matrix.mul_assoc]
      _ = k := by rw [hW, Matrix.one_mul, Matrix.mul_one]
  rw [hartree_pullback, undo, undo]

/-- The exchange contraction is unchanged when the interaction tensor and both density matrices are
transformed by the same unitary rotation of the orbitals. -/
theorem exchange_rotate {W : Matrix ι ι 𝕜} (hW : Wᴴ * W = 1) (U : Tensor4 ι 𝕜)
    (n m : Matrix ι ι 𝕜) :
    exchange (rotate W U) (W * n * Wᴴ) (W * m * Wᴴ) = exchange U n m := by
  -- exchange is the direct term of the tensor with its ket indices swapped
  have swap : ∀ (V : Tensor4 ι 𝕜) (k l : Matrix ι ι 𝕜),
      exchange V k l = hartree (fun a b c d => V a b d c) k l := by
    intro V k l
    exact Finset.sum_congr rfl fun a _ => Finset.sum_congr rfl fun b _ => Finset.sum_comm
  have comm : (fun a b c d => rotate W U a b d c) =
      rotate W (fun a b c d => U a b d c) := by
    funext a b c d
    refine Finset.sum_congr rfl fun p _ => Finset.sum_congr rfl fun q _ => ?_
    rw [Finset.sum_comm]
    refine Finset.sum_congr rfl fun r _ => Finset.sum_congr rfl fun s _ => ?_
    ring
  rw [swap, swap, comm, hartree_rotate hW]

/-- Rotational invariance: the Liechtenstein energy is unchanged when the density matrix and
the interaction tensor are transformed by the same unitary rotation of the orbitals. -/
theorem energy_rotate {W : Matrix ι ι 𝕜} (hW : Wᴴ * W = 1) (U : Tensor4 ι 𝕜)
    (n : Matrix ι ι 𝕜) :
    energy (rotate W U) (W * n * Wᴴ) = energy U n := by
  have split : ∀ (V : Tensor4 ι 𝕜) (k : Matrix ι ι 𝕜),
      energy V k = 1 / 2 * (hartree V k k - exchange V k k) := by
    intro V k
    simp only [energy, hartree, exchange, mul_sub, Finset.sum_sub_distrib]
  rw [split, split, hartree_rotate hW, exchange_rotate hW]

/-- For real orbitals, the Liechtenstein energy is unchanged when `n` becomes `O n Oᵀ` and all
four indices of the interaction tensor are transformed by the same orthogonal matrix `O`. -/
theorem energy_orthogonal {O : Matrix ι ι ℝ} (hO : Oᵀ * O = 1) (U : Tensor4 ι ℝ)
    (n : Matrix ι ι ℝ) :
    energy (fun a b c d => ∑ p, ∑ q, ∑ r, ∑ s, O a p * O b q * O c r * O d s * U p q r s)
      (O * n * Oᵀ) = energy U n := by
  have h := energy_rotate (W := O)
    (by rw [Matrix.conjTranspose_eq_transpose_of_trivial]; exact hO) U n
  -- conjugation is trivial on real matrices
  simp only [Matrix.conjTranspose_eq_transpose_of_trivial] at h
  exact h

/-- The Liechtenstein energy of both spins is unchanged when the two spin density matrices and
the interaction tensor are transformed by the same unitary rotation of the orbitals. -/
theorem spinEnergy_rotate {W : Matrix ι ι 𝕜} (hW : Wᴴ * W = 1) (U : Tensor4 ι 𝕜)
    (nUp nDown : Matrix ι ι 𝕜) :
    spinEnergy (rotate W U) (W * nUp * Wᴴ) (W * nDown * Wᴴ) = spinEnergy U nUp nDown := by
  simp only [spinEnergy, hartree_rotate hW, energy_rotate hW]

/-- For the isotropic interaction `u δ_ac δ_bd + j δ_ad δ_bc`, the Liechtenstein energy of one
spin is `(u - j)/2` times `(tr n)² - tr n²`. -/
theorem energy_isotropic (u j : 𝕜) (n : Matrix ι ι 𝕜) :
    energy (fun a b c d => (if b = d then if a = c then u else 0 else 0) +
      (if a = d then if b = c then j else 0 else 0)) n =
      (u - j) / 2 * (n.trace ^ 2 - (n * n).trace) := by
  have hT : n.trace * n.trace = ∑ a, ∑ b, n a a * n b b := by
    simp only [Matrix.trace, Matrix.diag_apply, Finset.sum_mul_sum]
  have hX : (n * n).trace = ∑ a, ∑ b, n a b * n b a := by
    simp only [Matrix.trace, Matrix.diag_apply, Matrix.mul_apply]
  have hE : energy (fun a b c d => (if b = d then if a = c then u else 0 else 0) +
      (if a = d then if b = c then j else 0 else 0)) n =
      1 / 2 * ∑ a, ∑ b, (u - j) * (n a a * n b b - n a b * n b a) := by
    unfold energy
    congr 1
    refine Finset.sum_congr rfl fun a _ => Finset.sum_congr rfl fun b _ => ?_
    -- the Kronecker deltas remove the sums over the ket indices
    simp only [add_mul, ite_mul, zero_mul, Finset.sum_add_distrib, Finset.sum_ite_eq,
      Finset.mem_univ, if_true]
    ring
  rw [hE, pow_two, hT, hX]
  simp only [← Finset.mul_sum, Finset.sum_sub_distrib]
  ring

/-- A density-density repulsion of unit strength between orbitals 0 and 1 of a three-orbital
shell. -/
def pairRepulsion : Tensor4 (Fin 3) ℝ := fun a b c d =>
  (if d = 1 then if c = 0 then if b = 1 then if a = 0 then 1 else 0 else 0 else 0 else 0) +
  (if d = 0 then if c = 1 then if b = 0 then if a = 1 then 1 else 0 else 0 else 0 else 0)

/-- Rotating the density matrix alone can change the energy: with the pair repulsion held fixed,
the orthogonal exchange of orbitals 1 and 2 changes the energy of the shell with orbitals
0 and 1 filled. -/
theorem fixed_tensor_not_invariant :
    let O : Matrix (Fin 3) (Fin 3) ℝ := !![1, 0, 0; 0, 0, 1; 0, 1, 0]
    let n : Matrix (Fin 3) (Fin 3) ℝ := !![1, 0, 0; 0, 1, 0; 0, 0, 0]
    Oᵀ * O = 1 ∧ energy pairRepulsion (O * n * Oᵀ) ≠ energy pairRepulsion n := by
  intro O n
  have hE : ∀ k : Matrix (Fin 3) (Fin 3) ℝ,
      energy pairRepulsion k = k 0 0 * k 1 1 - k 0 1 * k 1 0 := by
    intro k
    simp only [energy, pairRepulsion, add_mul, ite_mul, zero_mul, one_mul,
      Finset.sum_add_distrib, Finset.sum_ite_eq', Finset.mem_univ, if_true]
    ring
  constructor
  · ext i j
    fin_cases i <;> fin_cases j <;> simp [O, Matrix.mul_apply, Fin.sum_univ_succ]
  · rw [hE, hE]
    simp [O, n, Matrix.mul_apply, Fin.sum_univ_succ]

end

end LiechtensteinInvariance
```

```lean
#print axioms LiechtensteinInvariance.energy_orthogonal
#print axioms LiechtensteinInvariance.spinEnergy_rotate
#print axioms LiechtensteinInvariance.energy_isotropic
#print axioms LiechtensteinInvariance.fixed_tensor_not_invariant
```

```
'LiechtensteinInvariance.energy_orthogonal' depends on axioms: [propext, Classical.choice, Quot.sound]
'LiechtensteinInvariance.spinEnergy_rotate' depends on axioms: [propext, Classical.choice, Quot.sound]
'LiechtensteinInvariance.energy_isotropic' depends on axioms: [propext, Classical.choice, Quot.sound]
'LiechtensteinInvariance.fixed_tensor_not_invariant' depends on axioms: [propext, Classical.choice, Quot.sound]
```

## How the lemmas follow the derivation

`sum_four_comm` exchanges the sums over a, b, c, d with those over p, q, r, s. It treats each set of four indices as one index running over quadruples, so that a single exchange of two sums suffices.

`hartree_pullback` is the identity for H with arbitrary W. Its local statement `entry` writes a matrix element of W† k W as a double sum, which is the bracket in the derivation. After the exchange of sums, the `Finset.sum_congr` steps compare the two sides for fixed p, q, r, s. `Finset.sum_mul_sum` expands the product of the two brackets, and `ring` matches the individual terms.

`hartree_rotate` adds unitarity. Its local statement `undo` is the cancellation W†(W k W†)W = k, used once for each density matrix.

`exchange_rotate` contains the two renaming arguments: `swap` expresses X as H of the swapped tensor, and `comm` shows that swapping and rotating commute. In `energy_rotate`, the statement `split` writes E as half the difference of H and X, after which the two invariance results finish the proof.

`energy_orthogonal` specialises this to real matrices, where the conjugate transpose is the transpose. `spinEnergy_rotate` rewrites each term of the two-spin energy with the results already obtained.

In `energy_isotropic`, `hT` and `hX` write the two traces as double sums over a and b. `hE` uses the Kronecker deltas to remove the sums over c and d, and `ring` collects the prefactor.

`fixed_tensor_not_invariant` is the opening example. Its `hE` reduces the energy for `pairRepulsion` to n_00 n_11 − n_01 n_10 for every matrix n. The rest checks that the exchange of orbitals 1 and 2 is orthogonal and that the two energies, 0 after the exchange and 1 before it, differ.
